# A Dzyaloshinskii–Moriya vector summed from heavy-atom terms f(R)(R + a e_x) × (R − a e_x) equals 2a e_x × Σ f(R) R

Two magnetic atoms sit at ±a e_x, and each heavy atom at a position R in a finite set `L` contributes additively the term f(R)(R + a e_x) × (R − a e_x) to their Dzyaloshinskii–Moriya vector `dm`. The theorem `dm_eq_cross_moment` states that this sum equals 2a e_x × M, where `moment` is the unnormalised first moment M = Σ f(R) R, for any real a and any real weight function `f`. The form of each contribution is fixed by definition, not derived from spin–orbit coupling, so the statement is an identity of vector algebra in ℝ³. The attempt first proves the single-site identity `hpair`, (R + a e_x) × (R − a e_x) = 2a e_x × R, component by component with `simp` and `ring`. It then moves the cross product and the factor 2a inside the sum and compares term by term.

An attempt in Lean 4 with a fault in it:

```lean
import Mathlib

open Matrix

namespace HeavyAtomDM

noncomputable section

/-- Vectors in three-dimensional space. -/
abbrev V := Fin 3 → ℝ

/-- Unit vector along `x`, the axis through the two magnetic atoms. -/
def ex : V := ![1, 0, 0]

/-- Dzyaloshinskii-Moriya vector of magnetic atoms at `±a e_x`: each heavy atom `R ∈ L`
contributes `f(R) (R + a e_x) × (R - a e_x)`. -/
def dm (a : ℝ) (L : Finset V) (f : V → ℝ) : V :=
  ∑ R ∈ L, f R • ((R + a • ex) ⨯₃ (R - a • ex))

/-- First moment `M = ∑ f(R) R` of the weighted heavy-atom positions. -/
def moment (L : Finset V) (f : V → ℝ) : V := ∑ R ∈ L, f R • R

/-- The DM vector is `2a e_x × M`, with `M` the first moment of the heavy atoms. -/
theorem dm_eq_cross_moment (a : ℝ) (L : Finset V) (f : V → ℝ) :
    dm a L f = (2 * a) • (ex ⨯₃ moment L f) := by
  -- a single site contributes 2a e_x × R
  have hpair : ∀ R : V, (R + a • ex) ⨯₃ (R - a • ex) = (2 * a) • (ex ⨯₃ R) := by
    intro R
    ext i
    fin_cases i <;> simp [cross_apply, ex] <;> ring
  unfold dm moment
  rw [map_sum, Finset.smul_sum]
  refine Finset.sum_congr rfl fun R _ => ?_
  rw [hpair R, map_smul, smul_comm]

end

end HeavyAtomDM
```

The compiler's answer:

```
Try this:
  [apply] ring_nf
  
  The `ring` tactic failed to close the goal. Use `ring_nf` to obtain a normal form.
    
  Note that `ring` works primarily in *commutative* rings. If you have a noncommutative ring, abelian group or module, consider using `noncomm_ring`, `abel` or `module` instead.
Try this:
  [apply] ring_nf
  
  The `ring` tactic failed to close the goal. Use `ring_nf` to obtain a normal form.
    
  Note that `ring` works primarily in *commutative* rings. If you have a noncommutative ring, abelian group or module, consider using `noncomm_ring`, `abel` or `module` instead.
Main.lean:27:78: error: unsolved goals
case «1»
a : ℝ
L : Finset V
f : V → ℝ
R : V
⊢ -(vecHead (vecTail (vecTail R)) * a * 2) = -(a * R 2 * 2)

case «2»
a : ℝ
L : Finset V
f : V → ℝ
R : V
⊢ a * vecHead (vecTail R) * 2 = a * R 1 * 2
```

Cause. The error is attached to the proof of `hpair`: the components with index 1 and 2 remain open. The two "`ring` failed" notices match these two goals. `ring` could not close them and fell back on `ring_nf`, whose normal forms are what the error displays.

What blocks `ring` in both goals is how one coordinate of `R` is written. After `simp`, the left side has `vecHead (vecTail (vecTail R))` or `vecHead (vecTail R)`, where the right side has `R 2` or `R 1`. These are the same numbers by definition, but `ring` does not unfold `vecHead` and `vecTail` and treats the two spellings as unrelated atoms. The different order of factors in the first goal is harmless, and the hint about noncommutative rings does not apply, since the goals are equations in ℝ.

The diff adds `Matrix.vecHead` and `Matrix.vecTail` to the `simp` set. `simp` then unfolds them, both sides name the coordinates of `R` in the same way, and what is left is commutative arithmetic that the same line closes.

The change, after which it compiles:

```diff
@@ -28,5 +28,5 @@
     intro R
     ext i
-    fin_cases i <;> simp [cross_apply, ex] <;> ring
+    fin_cases i <;> simp [cross_apply, ex, Matrix.vecHead, Matrix.vecTail] <;> ring
   unfold dm moment
   rw [map_sum, Finset.smul_sum]
```
